# The Becke cell function with k smoothing steps has a zero of order exactly 2^k at x = 1

To integrate an exchange-correlation energy density over a molecule on a grid, one can split the integrand into atomic parts and give each part its own atom-centred grid. In Becke's scheme, taken here without its adjustment for atomic sizes, the weights are built from a cell function of $x=(r_i-r_j)/R_{ij}$, where $r_i$ and $r_j$ are the distances to two nuclei and $R_{ij}$ is their separation. Atom $i$ sits at $x=-1$ and atom $j$ at $x=1$. The weight of atom $i$ should fade out smoothly at atom $j$, and the theorems below say how flat the one-variable pair function is there.

In Lean 4 with Mathlib:

```lean
import Mathlib

open Polynomial hiding deriv funext
open Filter Topology

namespace BeckeCellSmoothness

noncomputable section
```

This loads Mathlib and opens the notation for polynomials and limits.

```lean
/-- The Becke smoothing step `p(x) = (3x - x³)/2`. -/
def step (x : ℝ) : ℝ := (3 * x - x ^ 3) / 2
```

The smoothing step is $p(x)=(3x-x^3)/2$, defined on all real numbers.

```lean
/-- The Becke cell function `(1 - p_k)/2` built from the `k`-fold iterate of the step. -/
def cell (k : ℕ) (x : ℝ) : ℝ := (1 - step^[k] x) / 2
```

`step^[k]` means $p$ applied $k$ times, written $p_k$, with $p_0(x)=x$. The cell function is $s_k(x)=(1-p_k(x))/2$. A common choice is $k=3$. Here "cell function" means this factor for one pair of atoms; the name is also used for the product of such factors over all the other atoms $j$.

## Doubling the order of contact

```lean
/-- The `k`-fold iterate of the smoothing step, written as a polynomial. -/
def iterPoly : ℕ → ℝ[X]
  | 0 => X
  | k + 1 => C (1 / 2) * (C 3 * iterPoly k - iterPoly k ^ 3)
```

`ℝ[X]` is the type of formal real polynomials, `X` is the variable and `C` turns a number into a constant polynomial. This is $p_k$ again, now as an object that can be differentiated algebraically.

```lean
/-- The polynomial defined by `q_0 = 1` and `q_{k+1} = q_k² (p_k + 2)/2`. -/
def cofactor : ℕ → ℝ[X]
  | 0 => 1
  | k + 1 => C (1 / 2) * cofactor k ^ 2 * (iterPoly k + C 2)
```

The polynomials $q_k$ start from $q_0=1$ and obey $q_{k+1}=q_k^2\,(p_k+2)/2$. They will be what remains of $1-p_k$ once its zero at $1$ is factored out.

```lean
/-- The polynomial `iterPoly k` takes the values of the `k`-fold iterated step. -/
theorem eval_iterPoly (k : ℕ) (x : ℝ) : (iterPoly k).eval x = step^[k] x := by
  induction k with
  | zero => simp [iterPoly]
  | succ k ih =>
    rw [Function.iterate_succ_apply']
    simp only [iterPoly, eval_mul, eval_sub, eval_pow, eval_C, ih, step]
    ring
```

Evaluating the formal polynomial at $x$ gives $p_k(x)$. The proof is by induction on $k$.

```lean
/-- One smoothing step squares the distance to the fixed point `1`, up to the factor
`(2 + x)/2`. -/
theorem one_sub_step (x : ℝ) : 1 - step x = (1 - x) ^ 2 * (2 + x) / 2 := by
  unfold step
  ring
```

By hand,
$$1-p(x)=\frac{2-3x+x^3}{2}=\frac{(1-x)^2(2+x)}{2}.$$
`ring` checks this identity.

```lean
/-- After `k` steps, `1 - p_k` is `(1 - x)^(2^k)` times the polynomial `q_k`. -/
theorem one_sub_iterate (k : ℕ) (x : ℝ) :
    1 - step^[k] x = (1 - x) ^ (2 ^ k) * (cofactor k).eval x := by
  induction k with
  | zero => simp [cofactor]
  | succ k ih =>
    -- the new difference from 1 is the old one squared times a factor, so the exponent doubles
    rw [Function.iterate_succ_apply', one_sub_step, ih, pow_succ (2 : ℕ) k, pow_mul]
    simp only [cofactor, eval_mul, eval_pow, eval_add, eval_C, eval_iterPoly]
    ring
```

The claim is $1-p_k(x)=(1-x)^{2^k}q_k(x)$. It is clear for $k=0$. For the next step, put $p_k(x)$ into the previous identity:
$$1-p_{k+1}=(1-p_k)^2\,\frac{2+p_k}{2}=(1-x)^{2^{k+1}}q_k^2\,\frac{2+p_k}{2}.$$
The last two factors make up $q_{k+1}$. The `rw` line performs these substitutions.

```lean
/-- At `x = 1` the cofactor has the value `(2/3) (3/2)^(2^k)`. -/
theorem cofactor_one (k : ℕ) :
    (cofactor k).eval 1 = 2 / 3 * (3 / 2 : ℝ) ^ (2 ^ k) := by
  induction k with
  | zero => norm_num [cofactor]
  | succ k ih =>
    have h1 : step^[k] 1 = 1 := Function.iterate_fixed (by norm_num [step]) k
    rw [pow_succ (2 : ℕ) k, pow_mul]
    simp only [cofactor, eval_mul, eval_pow, eval_add, eval_C, eval_iterPoly, ih, h1]
    ring
```

The order is exactly $2^k$ only if $q_k(1)\neq0$. Since $p_k(1)=1$, the recursion gives $q_{k+1}(1)=\tfrac32 q_k(1)^2$, and induction from $q_0(1)=1$ yields $q_k(1)=\tfrac23(\tfrac32)^{2^k}$.

## Derivatives at the two atoms

```lean
/-- For a polynomial `(a - X)^n Q`, the derivatives at `a` of order below `n` vanish, and the
`n`-th one is `(-1)^n n! Q(a)`. -/
theorem derivatives_at_zero (a : ℝ) (n : ℕ) : ∀ Q : ℝ[X],
    (∀ m < n, (derivative^[m] ((C a - X) ^ n * Q)).eval a = 0) ∧
    (derivative^[n] ((C a - X) ^ n * Q)).eval a
      = (-1) ^ n * (Nat.factorial n : ℝ) * Q.eval a := by
  induction n with
  | zero => intro Q; simp
  | succ n ih =>
    intro Q
    -- differentiating once lowers the order of the zero by one
    have hd : derivative ((C a - X) ^ (n + 1) * Q)
        = (C a - X) ^ n * ((C a - X) * derivative Q - C ((n : ℝ) + 1) * Q) := by
      rw [derivative_mul, derivative_pow_succ]
      simp only [derivative_sub, derivative_C, derivative_X]
      ring
    obtain ⟨h0, h1⟩ := ih ((C a - X) * derivative Q - C ((n : ℝ) + 1) * Q)
    constructor
    · intro m hm
      cases m with
      | zero => simp
      | succ m =>
        rw [Function.iterate_succ_apply, hd]
        exact h0 m (by omega)
    · rw [Function.iterate_succ_apply, hd, h1]
      simp only [eval_sub, eval_mul, eval_C, eval_X, Nat.factorial_succ]
      push_cast
      ring
```

For $F=(a-X)^nQ$, all derivatives at $a$ below order $n$ vanish, and $F^{(n)}(a)=(-1)^n n!\,Q(a)$. The induction on $n$ differentiates once:
$$\big[(a-X)^{n+1}Q\big]'=(a-X)^n\big[(a-X)Q'-(n+1)Q\big].$$
At $a$ the bracket equals $-(n+1)Q(a)$, which supplies the next sign and the next factor of the factorial. Because $Q$ is arbitrary in the induction hypothesis, the bracket can take its place.

```lean
/-- The Becke cell function has a zero of order exactly `2^k` at `x = 1`: its derivatives of
order below `2^k` vanish there, and the one of order `2^k` has the stated nonzero value. -/
theorem cell_zero_order (k : ℕ) :
    (∀ m < 2 ^ k, iteratedDeriv m (cell k) 1 = 0) ∧
    iteratedDeriv (2 ^ k) (cell k) 1
      = (-1) ^ (2 ^ k) * (Nat.factorial (2 ^ k) : ℝ) * ((3 / 2) ^ (2 ^ k) / 3) := by
  -- derivatives of a polynomial function are computed by formal differentiation
  have hpoly : ∀ (P : ℝ[X]) (m : ℕ),
      iteratedDeriv m (fun x => P.eval x) = fun x => (derivative^[m] P).eval x := by
    intro P m
    induction m with
    | zero => simp
    | succ m ih =>
      rw [iteratedDeriv_succ, ih]
      funext x
      rw [Polynomial.deriv, Function.iterate_succ_apply']
  have hcell : cell k
      = fun x => ((C 1 - X) ^ (2 ^ k) * (C (1 / 2) * cofactor k)).eval x := by
    funext x
    simp only [cell, one_sub_iterate, eval_mul, eval_pow, eval_sub, eval_C, eval_X]
    ring
  obtain ⟨h0, h1⟩ := derivatives_at_zero 1 (2 ^ k) (C (1 / 2) * cofactor k)
  refine ⟨fun m hm => ?_, ?_⟩
  · rw [hcell, hpoly]
    exact h0 m hm
  · rw [hcell, hpoly]
    refine h1.trans ?_
    rw [eval_mul, eval_C, cofactor_one]
    ring
```

`iteratedDeriv m` is the ordinary $m$-th derivative. With $n=2^k$,
$$s_k^{(m)}(1)=0\ (m<n),\qquad s_k^{(n)}(1)=(-1)^n\,n!\,\frac{(3/2)^n}{3}.$$
The proof identifies ordinary with formal derivatives (`hpoly`), writes $s_k=(1-x)^n q_k/2$ (`hcell`), and applies the preceding lemma with $a=1$, $Q=q_k/2$. For $k=3$ the first seven derivatives vanish.

```lean
/-- Derivatives of the cell function at mirror points `x` and `-x` agree up to the sign
`(-1)^m`, where `m + 1` is the order of the derivative. -/
theorem cell_derivative_reflect (k m : ℕ) (x : ℝ) :
    iteratedDeriv (m + 1) (cell k) (-x)
      = (-1) ^ m * iteratedDeriv (m + 1) (cell k) x := by
  have hodd : ∀ y : ℝ, step^[k] (-y) = -step^[k] y := by
    intro y
    induction k with
    | zero => simp
    | succ k ih =>
      rw [Function.iterate_succ_apply', Function.iterate_succ_apply', ih]
      unfold step
      ring
  have h : cell k = fun y => 1 - cell k (-y) := by
    funext y
    simp only [cell, hodd]
    ring
  -- the first derivative is an even function
  have he : deriv (cell k) = fun y => deriv (cell k) (-y) := by
    funext y
    conv_lhs => rw [h]
    rw [deriv_const_sub, deriv_comp_neg, neg_neg]
  have h2 := iteratedDeriv_comp_neg m (deriv (cell k)) x
  rw [← he, smul_eq_mul] at h2
  rw [iteratedDeriv_succ', h2, ← mul_assoc, ← mul_pow]
  norm_num
```

Since $p$ is odd, so is $p_k$ (`hodd`), hence $s_k(y)=1-s_k(-y)$. One differentiation gives $s_k'(y)=s_k'(-y)$, and $m$ more give $s_k^{(m+1)}(-x)=(-1)^m s_k^{(m+1)}(x)$.

```lean
/-- At the other atom, `x = -1`, the derivatives of the cell function of orders `1` to
`2^k - 1` vanish, and the one of order `2^k` has the stated negative value. -/
theorem cell_flat_at_neg_one (k : ℕ) :
    (∀ m, 0 < m → m < 2 ^ k → iteratedDeriv m (cell k) (-1) = 0) ∧
    iteratedDeriv (2 ^ k) (cell k) (-1)
      = -((Nat.factorial (2 ^ k) : ℝ) * ((3 / 2) ^ (2 ^ k) / 3)) := by
  constructor
  · intro m hm hlt
    obtain ⟨j, rfl⟩ : ∃ j, m = j + 1 := ⟨m - 1, by omega⟩
    rw [cell_derivative_reflect, (cell_zero_order k).1 _ hlt, mul_zero]
  · obtain ⟨j, hj⟩ : ∃ j, 2 ^ k = j + 1 :=
      Nat.exists_eq_succ_of_ne_zero (by positivity)
    have h := (cell_zero_order k).2
    rw [hj] at h ⊢
    rw [cell_derivative_reflect, h]
    have hs : (-1 : ℝ) ^ j * (-1) ^ j = 1 := by
      rw [← mul_pow]
      norm_num
    rw [pow_succ (-1 : ℝ) j]
    linear_combination
      (-((Nat.factorial (j + 1) : ℝ) * ((3 / 2) ^ (j + 1) / 3))) * hs
```

Reflection carries the result to $x=-1$: derivatives of orders $1$ to $n-1$ vanish, and the $n$-th is $-n!\,(3/2)^n/3$, the product of the two signs being $(-1)^{n-1}(-1)^n=-1$. For $k=0$ the first range is empty and the slope is $-\tfrac12$.

The hypothesis `0 < m` is needed. For $k=1$ and $m=0$ the "derivative" is the value $s_1(-1)=1$, not $0$.

```lean
/-- Near `x = 1` the cell function divided by `(1 - x)^(2^k)` tends to `(3/2)^(2^k)/3`. -/
theorem cell_leading_behaviour (k : ℕ) :
    Tendsto (fun x => cell k x / (1 - x) ^ (2 ^ k)) (𝓝[≠] 1)
      (𝓝 ((3 / 2) ^ (2 ^ k) / 3)) := by
  have hc : Tendsto (fun x => (cofactor k).eval x / 2) (𝓝[≠] 1)
      (𝓝 ((cofactor k).eval 1 / 2)) :=
    (((cofactor k).continuous.div_const 2).tendsto 1).mono_left nhdsWithin_le_nhds
  have hv : (cofactor k).eval 1 / 2 = (3 / 2 : ℝ) ^ (2 ^ k) / 3 := by
    rw [cofactor_one]
    ring
  rw [hv] at hc
  refine hc.congr' ?_
  filter_upwards [self_mem_nhdsWithin] with x hx
  have hx1 : 1 - x ≠ 0 := sub_ne_zero.mpr (Ne.symm hx)
  rw [eq_div_iff (pow_ne_zero (2 ^ k) hx1), cell, one_sub_iterate]
  ring

end

end BeckeCellSmoothness
```

As $x\to1$ with $x\neq1$ (the meaning of `𝓝[≠] 1`), $s_k(x)/(1-x)^{2^k}\to(3/2)^{2^k}/3$. Away from $1$ the quotient is $q_k(x)/2$, which is continuous, so the limit is $q_k(1)/2$.

All of this concerns one pair of atoms and the single variable $x$. Monotonicity of $p_k$ on $[-1,1]$, the normalised many-atom weights and smoothness in space, where $x$ itself has cusps at the nuclei, are not treated.

```lean
#print axioms BeckeCellSmoothness.cell_zero_order
-- 'BeckeCellSmoothness.cell_zero_order' depends on axioms: [propext, Classical.choice, Quot.sound]
#print axioms BeckeCellSmoothness.cell_flat_at_neg_one
-- 'BeckeCellSmoothness.cell_flat_at_neg_one' depends on axioms: [propext, Classical.choice, Quot.sound]
#print axioms BeckeCellSmoothness.cell_leading_behaviour
-- 'BeckeCellSmoothness.cell_leading_behaviour' depends on axioms: [propext, Classical.choice, Quot.sound]
```
